# Two uniformly charged spheres repel less than point charges at their centres exactly when their distance is below the sum of the radii

Spread one unit of charge evenly over each of two spheres of radius 1, and put the centres a distance 1 apart. Point charges at the centres would have repulsion energy 1. In LAPW, where the muffin-tin spheres are chosen not to overlap, Weinert's pseudo-charge method can replace the charge in each sphere by a smoother one with the same multipole moments, because the potential that this charge produces outside its sphere depends only on those moments. But here part of each shell lies inside the other sphere. Is the point-charge energy now too large or too small, and does it fail for any overlap, however slight?

## Any overlap lowers the energy below the point-charge value

In this example the energy is 3/4, so the point charges overestimate it. Let t be the cosine of the polar angle on the second sphere. A point there is at distance √(2 + 2t) from the first centre, and t is uniformly distributed on [−1, 1]. The first shell's potential is 1 inside and 1/distance outside, and the spheres cross at t = −1/2. Hence

½ [ ∫ from −1 to −1/2 of 1 dt + ∫ from −1/2 to 1 of dt/√(2 + 2t) ] = ½ [1/2 + (2 − 1)] = 3/4.

With 1/distance everywhere, the average would be 1. The missing 1/4 comes from the cap inside the first sphere, where the true potential stays flat.

**General radii.** Let the radii be a, b > 0 and the separation d > 0. For a point at distance s > 0 from the centre of the first shell, the distance to a point on that shell is √(s² + a² + 2sat). Its derivative in t is sa/√(s² + a² + 2sat), so for −1 ≤ p ≤ 1

∫ from p to 1 of dt/√(s² + a² + 2sat) = (s + a − √(s² + a² + 2sap))/(sa).

At p = −1 the root is |s − a|, and half the integral is

(s + a − |s − a|)/(2sa) = 1/max(a, s).

This is Newton's shell theorem. At s = 0 all the charge is at distance a, which gives 1/a. At s = a the integrand diverges at t = −1, but only as (1 + t)^(−1/2), which is integrable.

Now average this potential over the second shell, with r(t) = √(d² + b² + 2dbt):

V = ½ ∫ from −1 to 1 of dt/max(a, r(t)).

If |a − b| ≤ d ≤ a + b, then r(p) = a at p = (a² − d² − b²)/(2db). The two bounds on d place p in [−1, 1]. The integrand is 1/a below p and 1/r above it, so

V = ½ [ (1 + p)/a + (d + b − a)/(db) ].

Inserting 1 + p = (a² − (d − b)²)/(2db) gives

V = [a² − (d − b)² + 2a(d + b − a)]/(4abd)
  = [4ab − (a + b − d)²]/(4abd)
  = 1/d − (a + b − d)²/(4abd).

If a ≤ |d − b|, no point of the second shell is inside the first. The integrand is 1/r throughout, and the shell theorem gives V = 1/max(b, d). If d + b ≤ a, the second shell lies within the first and V = 1/a.

For d ≥ a + b the energy is therefore 1/d. For d < a + b it is smaller: either the subtracted square is positive, or one shell encloses the other and V is the inverse of the larger radius, which exceeds d. Slight overlap already matters, though the error starts quadratically in the overlap depth a + b − d.

**What the Lean statements say.** The energy unit is that of two unit point charges at unit distance, and self-energies are left out.

- `shellAverage f b d` is half the integral over t of a radial function `f`, evaluated on a sphere of radius `b` whose centre is `d` from the origin of `f`. The reduction of the surface average to the polar cosine is part of this definition.
- `shellPotential a s` averages the kernel 1/r, and `shellRepulsion a b d` averages that potential over the second shell. The form 1/max(a, s) is proved from the kernel. Lean sets 1/0 = 0, which affects only the single singular point t = −1 at s = a and leaves the integral unchanged.
- `shellRepulsion_lt_point_iff` states, for positive `a`, `b` and `d`, that the repulsion is below `1 / d` if and only if `d < a + b`.
- `equal_shells` gives the integral for a common radius `R`: 1/d − (2R − d)²/(4R²d) if d < 2R, and 1/d otherwise.

The link to the pseudo-charge method is that equal moments guarantee equal potentials only outside the sphere. In this model of two isolated, uniform shells, the point charges have the right moments, yet they give too large an energy as soon as the spheres overlap. The model has only monopoles. It contains no higher multipoles, periodic lattice or plane-wave expansion, and the comparison leaves out concentric shells, where 1/d has no finite value.

```lean
import Mathlib

open Set

namespace ShellRepulsion

/-- Average of a radial function `f` over a sphere of radius `b` whose centre lies at distance `d`
from the origin of `f`; `t` is the cosine of the polar angle. -/
noncomputable def shellAverage (f : ℝ → ℝ) (b d : ℝ) : ℝ :=
  1 / 2 * ∫ t in (-1 : ℝ)..1, f (√(d ^ 2 + b ^ 2 + 2 * d * b * t))

/-- Coulomb potential at distance `s ≥ 0` from the centre of a uniform shell of unit charge and
radius `a > 0`, as the average of the point-charge kernel `1/r` (domain `r > 0`). -/
noncomputable def shellPotential (a s : ℝ) : ℝ :=
  shellAverage (fun r => 1 / r) a s

/-- Coulomb repulsion of two uniform shells of unit charge with radii `a, b > 0` and centres a
distance `d` apart: the potential of the first averaged over the second. -/
noncomputable def shellRepulsion (a b d : ℝ) : ℝ :=
  shellAverage (shellPotential a) b d

/-- The Coulomb kernel integrated over the polar cosine `t` from `p` to `1`, where `-1 ≤ p ≤ 1`, on
a sphere of radius `a > 0`, seen from a distance `s > 0` from its centre. -/
theorem integral_cap {s a p : ℝ} (hs : 0 < s) (ha : 0 < a) (hp : -1 ≤ p) (hp1 : p ≤ 1) :
    ∫ t in p..1, 1 / √(s ^ 2 + a ^ 2 + 2 * s * a * t) =
      (s + a - √(s ^ 2 + a ^ 2 + 2 * s * a * p)) / (s * a) := by
  have key : ∀ q : ℝ, 0 < q → 2 * s * a / (2 * q) / (s * a) = 1 / q := fun q hq => by
    field_simp
  -- the distance itself is the antiderivative of the Coulomb kernel
  have hd : ∀ t ∈ Ioo p 1,
      HasDerivAt (fun t : ℝ => √(s ^ 2 + a ^ 2 + 2 * s * a * t) / (s * a))
        (1 / √(s ^ 2 + a ^ 2 + 2 * s * a * t)) t := fun t ht => by
    have hu : 0 < s ^ 2 + a ^ 2 + 2 * s * a * t := by
      nlinarith [sq_nonneg (s - a),
        mul_pos (mul_pos hs ha) (by linarith [ht.1] : (0 : ℝ) < 1 + t)]
    have h1 : HasDerivAt (fun t : ℝ => s ^ 2 + a ^ 2 + 2 * s * a * t) (2 * s * a) t :=
      (((hasDerivAt_id' t).const_mul (2 * s * a)).const_add (s ^ 2 + a ^ 2)).congr_deriv
        (mul_one _)
    exact ((h1.sqrt hu.ne').div_const (s * a)).congr_deriv (key _ (Real.sqrt_pos.2 hu))
  have hc : Continuous (fun t : ℝ => √(s ^ 2 + a ^ 2 + 2 * s * a * t) / (s * a)) := by
    fun_prop
  have hi : IntervalIntegrable (fun t : ℝ => 1 / √(s ^ 2 + a ^ 2 + 2 * s * a * t))
      MeasureTheory.volume p 1 := by
    apply intervalIntegral.intervalIntegrable_deriv_of_nonneg hc.continuousOn
    · intro t ht
      rw [min_eq_left hp1, max_eq_right hp1] at ht
      exact hd t ht
    · intro t _
      positivity
  rw [intervalIntegral.integral_eq_sub_of_hasDerivAt_of_le hp1 hc.continuousOn hd hi]
  show √(s ^ 2 + a ^ 2 + 2 * s * a * 1) / (s * a)
    - √(s ^ 2 + a ^ 2 + 2 * s * a * p) / (s * a) = _
  rw [show s ^ 2 + a ^ 2 + 2 * s * a * 1 = (s + a) ^ 2 by ring,
    Real.sqrt_sq (by positivity), ← sub_div]

/-- Newton's shell theorem: the potential of a unit shell of radius `a > 0` at distance `s ≥ 0`
from its centre is `1/a` inside and `1/s` outside. -/
theorem shellPotential_eq {a s : ℝ} (ha : 0 < a) (hs : 0 ≤ s) :
    shellPotential a s = 1 / max a s := by
  simp only [shellPotential, shellAverage]
  rcases hs.eq_or_lt with rfl | hs
  · -- at the centre all charge is at distance `a`
    have h : ∀ t : ℝ, √((0 : ℝ) ^ 2 + a ^ 2 + 2 * 0 * a * t) = a := fun t => by
      rw [show (0 : ℝ) ^ 2 + a ^ 2 + 2 * 0 * a * t = a ^ 2 by ring, Real.sqrt_sq ha.le]
    simp only [h, intervalIntegral.integral_const, smul_eq_mul, max_eq_left ha.le]
    ring
  · rw [integral_cap hs ha le_rfl (by norm_num),
      show s ^ 2 + a ^ 2 + 2 * s * a * (-1) = (s - a) ^ 2 by ring, Real.sqrt_sq_eq_abs]
    rcases le_total a s with h | h
    · rw [max_eq_right h, abs_of_nonneg (sub_nonneg.2 h)]
      field_simp
      ring
    · rw [max_eq_left h, abs_of_nonpos (sub_nonpos.2 h)]
      field_simp
      ring

/-- The repulsion as a single angular integral, for a first shell of radius `a > 0`. -/
theorem shellRepulsion_eq_integral {a : ℝ} (ha : 0 < a) (b d : ℝ) :
    shellRepulsion a b d =
      1 / 2 * ∫ t in (-1 : ℝ)..1, 1 / max a (√(d ^ 2 + b ^ 2 + 2 * d * b * t)) := by
  simp only [shellRepulsion, shellAverage, shellPotential_eq ha (Real.sqrt_nonneg _)]

/-- Shells of positive radii that intersect or touch, at separation `d > 0`, repel as point charges
do, less a term quadratic in the overlap depth `a + b - d`. -/
theorem shellRepulsion_overlapping {a b d : ℝ} (ha : 0 < a) (hb : 0 < b) (hd : 0 < d)
    (h1 : |a - b| ≤ d) (h2 : d ≤ a + b) :
    shellRepulsion a b d = 1 / d - (a + b - d) ^ 2 / (4 * a * b * d) := by
  obtain ⟨hl, hr⟩ := abs_le.1 h1
  have hdb : 0 < 2 * d * b := by positivity
  -- the spheres intersect at polar cosine `p`
  obtain ⟨p, hp⟩ : ∃ p, 2 * d * b * p = a ^ 2 - d ^ 2 - b ^ 2 :=
    ⟨(2 * d * b)⁻¹ * (a ^ 2 - d ^ 2 - b ^ 2), mul_inv_cancel_left₀ hdb.ne' _⟩
  have hp0 : -1 ≤ p := le_of_mul_le_mul_left (by
    nlinarith [mul_nonneg (by linarith : 0 ≤ a - d + b) (by linarith : 0 ≤ a + d - b)]) hdb
  have hp1 : p ≤ 1 := le_of_mul_le_mul_left (by
    nlinarith [mul_nonneg (by linarith : 0 ≤ d + b - a) (by linarith : 0 ≤ d + b + a)]) hdb
  have hu : Continuous (fun t : ℝ => d ^ 2 + b ^ 2 + 2 * d * b * t) := by fun_prop
  have hi : Continuous (fun t : ℝ => 1 / max a (√(d ^ 2 + b ^ 2 + 2 * d * b * t))) :=
    continuous_const.div (continuous_const.max hu.sqrt) (fun t => (lt_max_of_lt_left ha).ne')
  have hL : ∫ t in (-1 : ℝ)..p, 1 / max a (√(d ^ 2 + b ^ 2 + 2 * d * b * t)) =
      ∫ _t in (-1 : ℝ)..p, 1 / a := by
    refine intervalIntegral.integral_congr fun t ht => ?_
    rw [uIcc_of_le hp0] at ht
    have h : √(d ^ 2 + b ^ 2 + 2 * d * b * t) ≤ a := Real.sqrt_le_iff.2
      ⟨ha.le, by nlinarith [mul_nonneg hdb.le (sub_nonneg.2 ht.2)]⟩
    simp only [max_eq_left h]
  have hR : ∫ t in p..1, 1 / max a (√(d ^ 2 + b ^ 2 + 2 * d * b * t)) =
      ∫ t in p..1, 1 / √(d ^ 2 + b ^ 2 + 2 * d * b * t) := by
    refine intervalIntegral.integral_congr fun t ht => ?_
    rw [uIcc_of_le hp1] at ht
    have h : a ≤ √(d ^ 2 + b ^ 2 + 2 * d * b * t) := (Real.le_sqrt' ha).2
      (by nlinarith [mul_nonneg hdb.le (sub_nonneg.2 ht.1)])
    simp only [max_eq_right h]
  have hp' : p = (a ^ 2 - d ^ 2 - b ^ 2) / (2 * d * b) := by
    rw [eq_div_iff hdb.ne']
    linarith
  rw [shellRepulsion_eq_integral ha, ← intervalIntegral.integral_add_adjacent_intervals
    (hi.intervalIntegrable (-1) p) (hi.intervalIntegrable p 1), hL, hR,
    integral_cap hd hb hp0 hp1, show d ^ 2 + b ^ 2 + 2 * d * b * p = a ^ 2 by linarith,
    Real.sqrt_sq ha.le, intervalIntegral.integral_const, smul_eq_mul, hp']
  field_simp
  ring

/-- If no point of the second shell is inside the first, with positive radii and separation, the
repulsion is the inverse of the larger of `b` and `d`. -/
theorem shellRepulsion_outside {a b d : ℝ} (ha : 0 < a) (hb : 0 < b) (hd : 0 < d)
    (h : a ≤ |d - b|) : shellRepulsion a b d = 1 / max b d := by
  have h2 : a ^ 2 ≤ (d - b) ^ 2 := by
    rw [← sq_abs (d - b)]
    exact pow_le_pow_left₀ ha.le h 2
  rw [shellRepulsion_eq_integral ha, ← shellPotential_eq hb hd.le]
  simp only [shellPotential, shellAverage]
  congr 1
  refine intervalIntegral.integral_congr fun t ht => ?_
  rw [uIcc_of_le (by norm_num : (-1 : ℝ) ≤ 1)] at ht
  have h3 : a ≤ √(d ^ 2 + b ^ 2 + 2 * d * b * t) := (Real.le_sqrt' ha).2
    (by nlinarith [mul_nonneg (mul_pos hd hb).le (sub_nonneg.2 ht.1)])
  simp only [max_eq_right h3]

/-- If the second shell lies within the first, with `b, d > 0`, the repulsion is `1/a`. -/
theorem shellRepulsion_inside {a b d : ℝ} (hb : 0 < b) (hd : 0 < d) (h : d + b ≤ a) :
    shellRepulsion a b d = 1 / a := by
  have ha : 0 < a := by linarith
  have hI : ∫ t in (-1 : ℝ)..1, 1 / max a (√(d ^ 2 + b ^ 2 + 2 * d * b * t)) =
      ∫ _t in (-1 : ℝ)..1, 1 / a := by
    refine intervalIntegral.integral_congr fun t ht => ?_
    rw [uIcc_of_le (by norm_num : (-1 : ℝ) ≤ 1)] at ht
    have h3 : √(d ^ 2 + b ^ 2 + 2 * d * b * t) ≤ a := Real.sqrt_le_iff.2 ⟨ha.le, by
      nlinarith [mul_nonneg (mul_pos hd hb).le (sub_nonneg.2 ht.2),
        pow_le_pow_left₀ (by linarith : 0 ≤ d + b) h 2]⟩
    simp only [max_eq_left h3]
  rw [shellRepulsion_eq_integral ha, hI, intervalIntegral.integral_const, smul_eq_mul]
  ring

/-- For positive radii and separation, point charges overestimate the repulsion of the shells
exactly when `d < a + b`. -/
theorem shellRepulsion_lt_point_iff {a b d : ℝ} (ha : 0 < a) (hb : 0 < b) (hd : 0 < d) :
    shellRepulsion a b d < 1 / d ↔ d < a + b := by
  constructor
  · intro h
    by_contra hn
    have hn' := not_lt.1 hn
    rw [shellRepulsion_outside ha hb hd (le_abs.2 (Or.inl (by linarith))),
      max_eq_right (by linarith)] at h
    exact lt_irrefl _ h
  · intro h
    rcases le_total |a - b| d with h1 | h1
    · rw [shellRepulsion_overlapping ha hb hd h1 h.le]
      have : 0 < (a + b - d) ^ 2 / (4 * a * b * d) :=
        div_pos (pow_pos (sub_pos.2 h) 2) (by positivity)
      linarith
    · rcases le_abs.1 h1 with h2 | h2
      · rw [shellRepulsion_inside hb hd (by linarith)]
        exact one_div_lt_one_div_of_lt hd (by linarith)
      · rw [shellRepulsion_outside ha hb hd (le_abs.2 (Or.inr (by linarith))),
          max_eq_left (by linarith)]
        exact one_div_lt_one_div_of_lt hd (by linarith)

/-- Equal spheres of radius `R > 0` at separation `d > 0`: the angular integral for the repulsion
in closed form, with and without overlap. -/
theorem equal_shells {R d : ℝ} (hR : 0 < R) (hd : 0 < d) :
    1 / 2 * ∫ t in (-1 : ℝ)..1, 1 / max R (√(d ^ 2 + R ^ 2 + 2 * d * R * t)) =
      if d < 2 * R then 1 / d - (2 * R - d) ^ 2 / (4 * R ^ 2 * d) else 1 / d := by
  rw [← shellRepulsion_eq_integral hR R d]
  split_ifs with h
  · rw [shellRepulsion_overlapping hR hR hd (by simp [hd.le]) (by linarith)]
    ring
  · have h' := not_lt.1 h
    rw [shellRepulsion_outside hR hR hd (le_abs.2 (Or.inl (by linarith))),
      max_eq_right (by linarith)]

end ShellRepulsion
```

```lean
#print axioms ShellRepulsion.shellRepulsion_lt_point_iff
#print axioms ShellRepulsion.equal_shells
```

```
'ShellRepulsion.shellRepulsion_lt_point_iff' depends on axioms: [propext, Classical.choice, Quot.sound]
'ShellRepulsion.equal_shells' depends on axioms: [propext, Classical.choice, Quot.sound]
```

**From the integrals to the Lean proof.** `integral_cap` is the cap integral above. Its step `hd` differentiates the distance on the open interval, where the root is positive. Step `hi` obtains integrability from a continuous antiderivative with nonnegative derivative, which takes care of the endpoint singularity. The fundamental theorem of calculus then gives the value.

`shellPotential_eq` sets p = −1 and splits on whether the point is inside or outside, with the centre handled separately. `shellRepulsion_eq_integral` substitutes the result into the second average.

In `shellRepulsion_overlapping`, `hp0` and `hp1` place the crossing cosine in [−1, 1], while `hL` and `hR` replace the maximum by `a` below it and by the distance above it. After the two integrals are inserted, `field_simp` and `ring` do the algebra that produces the square.

`shellRepulsion_outside` recognises the remaining integral as the potential of a shell of radius `b` at distance `d`, so it reuses the shell theorem. `shellRepulsion_inside` integrates a constant. The comparison theorem goes through these geometries, and `equal_shells` sets both radii to `R`.
